# The minimal Hartree–Fock energy is concave in the occupation of one fractional orbital

Take N fully occupied orbitals and one further orbital of occupation f, all orthonormal, in a basis of d ≥ N + 1 spin orbitals. The Hartree–Fock energy, minimised over the orbitals, is a concave function of f on [0,1]. For 0 < f < 1 it lies on the chord between N and N + 1 electrons exactly when one set of orbitals is optimal at both ends.

The exact ensemble energy is linear between neighbouring electron numbers when the energies at integers are convex. For Hartree–Fock, in this finite-basis model with a single fractional orbital, the result proved here is an inequality: the energy lies on or above the chord.

## Orbitals, density matrix and energy

The finite type `n` labels an orthonormal basis, spin included, and d is its number of elements.

In Lean 4 with Mathlib:

```lean
import Mathlib

open Matrix
open scoped Kronecker

namespace FractionalHartreeFock

noncomputable section

variable {n : Type*} [Fintype n] [DecidableEq n] {N : ℕ}
```

Pairs p = (p₁, p₂) label the two-particle basis. The exchange operator S has entry 1 where q is p with its members swapped.

```lean
/-- The operator that exchanges the two particles, as a matrix on pairs of basis states. -/
def swapOp : Matrix (n × n) (n × n) ℂ :=
  Matrix.of fun p q => if p.swap = q then 1 else 0
```

A vector v gives the operator |v⟩⟨v|, with entries v(a) conj(v(b)).

```lean
/-- The rank-one operator `|v⟩⟨v|`. -/
def proj (v : n → ℂ) : Matrix n n ℂ := vecMulVec v (star v)
```

For a one-particle matrix h, a two-particle matrix w and a density matrix G, the energy is

E[G] = tr(hG) + ½ tr(w(1 − S)(G⊗G)).

The 1 gives the direct term and −S the exchange term. A physical interaction is unchanged when the particles are swapped, but no proof below needs this of w.

```lean
/-- The Hartree-Fock energy of a one-particle density matrix `G`: one-body term plus
direct and exchange interaction. -/
def energy (h : Matrix n n ℂ) (w : Matrix (n × n) (n × n) ℂ) (G : Matrix n n ℂ) : ℂ :=
  trace (h * G) + (1 / 2) * trace (w * ((1 - swapOp) * (G ⊗ₖ G)))
```

The orbitals φ_0, …, φ_N are orthonormal.

```lean
/-- The families of `N + 1` orthonormal orbitals. -/
def Orbitals (n : Type*) [Fintype n] (N : ℕ) : Set (Fin (N + 1) → n → ℂ) :=
  {φ | ∀ i j, star (φ i) ⬝ᵥ φ j = if i = j then 1 else 0}
```

The first N are full, and φ_N has occupation f:

G = Σ_{i<N} |φ_i⟩⟨φ_i| + f |φ_N⟩⟨φ_N|.

```lean
/-- The density matrix with the first `N` orbitals full and the last one of occupation `f`. -/
def density (φ : Fin (N + 1) → n → ℂ) (f : ℝ) : Matrix n n ℂ :=
  ∑ i : Fin N, proj (φ i.castSucc) + (f : ℂ) • proj (φ (Fin.last N))
```

Write E(φ, f) for the real part of E[G]. Part (b) shows that nothing is lost by this when h and w are Hermitian.

```lean
/-- The real part of the Hartree-Fock energy of given orbitals at fractional occupation `f`. -/
def orbitalEnergy (h : Matrix n n ℂ) (w : Matrix (n × n) (n × n) ℂ)
    (φ : Fin (N + 1) → n → ℂ) (f : ℝ) : ℝ :=
  (energy h w (density φ f)).re
```

Let M(f) be the infimum of E(φ, f) over all orthonormal families. At f = 0 the orbital φ_N is still present but does not contribute.

```lean
/-- The infimum of the energy over all orthonormal orbitals, for `N + f` electrons. -/
def minEnergy (N : ℕ) (h : Matrix n n ℂ) (w : Matrix (n × n) (n × n) ℂ) (f : ℝ) : ℝ :=
  sInf ((fun φ => orbitalEnergy h w φ f) '' Orbitals n N)
```

## (a) Direct minus exchange, entry by entry

Find the entries of the antisymmetrised pair density:

[(1 − S)(G⊗G)](p,q) = G(p₁,q₁) G(p₂,q₂) − G(p₂,q₁) G(p₁,q₂).

**Solution.** The entry of G⊗G at (p,q) is G(p₁,q₁) G(p₂,q₂). Row p of S has a single 1, at the swapped pair (p₂,p₁). Multiplying by S from the left therefore replaces p by (p₂,p₁), which gives G(p₂,q₁) G(p₁,q₂). Subtract. In the code, `hs` is this collapse of the sum over intermediate pairs.

```lean
/-- The entries of the antisymmetrised pair density are a direct minus an exchange product. -/
theorem antisymm_apply (G : Matrix n n ℂ) (p q : n × n) :
    ((1 - swapOp) * (G ⊗ₖ G) : Matrix (n × n) (n × n) ℂ) p q
      = G p.1 q.1 * G p.2 q.2 - G p.2 q.1 * G p.1 q.2 := by
  have hs : (swapOp * (G ⊗ₖ G) : Matrix (n × n) (n × n) ℂ) p q
      = (G ⊗ₖ G) p.swap q := by
    simp only [swapOp, Matrix.mul_apply, Matrix.of_apply, ite_mul, one_mul, zero_mul,
      Finset.sum_ite_eq, Finset.mem_univ, if_true]
  rw [Matrix.sub_mul, Matrix.one_mul, Matrix.sub_apply, hs]
  rfl
```

## (b) The energy is real

For Hermitian h and w, show that

Im E[G] = 0.

**Solution.** G is a real combination of the Hermitian matrices |φ_i⟩⟨φ_i|, so conj(G(a,b)) = G(b,a). Put A = (1 − S)(G⊗G). By (a),

conj(A(q,p)) = G(p₁,q₁) G(p₂,q₂) − G(p₁,q₂) G(p₂,q₁) = A(p,q),

so A is Hermitian too. For Hermitian X and Y,

conj(tr(XY)) = tr((XY)†) = tr(YX) = tr(XY),

so the trace is real. Apply this to tr(hG) and tr(wA). The steps `hG` and `hM` establish that the two matrices are Hermitian, and `h1` and `h2` are the two trace identities. Orthonormality is not used.

```lean
/-- For Hermitian `h` and `w` the Hartree-Fock energy is a real number. -/
theorem energy_im {h : Matrix n n ℂ} {w : Matrix (n × n) (n × n) ℂ}
    (hh : h.IsHermitian) (hw : w.IsHermitian) (φ : Fin (N + 1) → n → ℂ) (f : ℝ) :
    (energy h w (density φ f)).im = 0 := by
  have hG : (density φ f).IsHermitian := by
    refine Matrix.IsHermitian.ext fun i j => ?_
    simp [density, proj, Matrix.sum_apply, vecMulVec_apply, mul_comm]
  have hM : ((1 - swapOp) * (density φ f ⊗ₖ density φ f)).IsHermitian := by
    refine Matrix.IsHermitian.ext fun p q => ?_
    rw [antisymm_apply, antisymm_apply, star_sub, star_mul', star_mul',
      hG.apply, hG.apply, hG.apply, hG.apply]
    ring
  -- the trace of a product of two Hermitian matrices is real
  have h1 : star (trace (h * density φ f)) = trace (h * density φ f) := by
    rw [← trace_conjTranspose, conjTranspose_mul, hh.eq, hG.eq, trace_mul_comm]
  have h2 : star (trace (w * ((1 - swapOp) * (density φ f ⊗ₖ density φ f))))
      = trace (w * ((1 - swapOp) * (density φ f ⊗ₖ density φ f))) := by
    rw [← trace_conjTranspose, conjTranspose_mul, hw.eq, hM.eq, trace_mul_comm]
  have i1 := Complex.conj_eq_iff_im.1 h1
  have i2 := Complex.conj_eq_iff_im.1 h2
  have i3 : ((1 / 2 : ℂ)).im = 0 := by norm_num
  rw [energy, Complex.add_im, Complex.mul_im, i1, i2, i3]
  ring
```

## (c) An orbital does not interact with itself

Show that for every vector v

(1 − S)(|v⟩⟨v| ⊗ |v⟩⟨v|) = 0.

**Solution.** Insert G = |v⟩⟨v| in (a). The direct product is

v(p₁) conj(v(q₁)) v(p₂) conj(v(q₂)),

and the exchange product has the same four factors in another order. The difference is zero. The proof rewrites with `antisymm_apply` and lets `ring` compare the products.

```lean
/-- An orbital does not interact with itself: direct and exchange terms cancel. -/
theorem no_self_interaction (v : n → ℂ) :
    (1 - swapOp) * (proj v ⊗ₖ proj v) = 0 := by
  ext p q
  rw [antisymm_apply]
  simp only [proj, vecMulVec_apply, Matrix.zero_apply]
  ring
```

## (d) Fixed orbitals give a straight line

Show that at fixed φ, for every real f,

E(φ, f) = (1 − f) E(φ, 0) + f E(φ, 1).

**Solution.** Let P be the sum of the N full projectors and Q = |φ_N⟩⟨φ_N|. Then G = P + fQ and

G⊗G = P⊗P + f(P⊗Q + Q⊗P) + f² Q⊗Q.

By (c), the f² term vanishes after multiplication by 1 − S. Hence

E[G] = E[P] + f C,

C = tr(hQ) + ½ tr(w(1 − S)(P⊗Q + Q⊗P)).

Taking real parts gives E(φ, 0) = Re E[P] and E(φ, 1) = Re E[P] + Re C, and the claim follows. In the code, `key` is the expansion with a general coefficient `c`; its `simp only` call multiplies out and removes the self-interaction.

```lean
/-- At fixed orbitals the energy is a straight line in the fractional occupation. -/
theorem orbitalEnergy_affine (h : Matrix n n ℂ) (w : Matrix (n × n) (n × n) ℂ)
    (φ : Fin (N + 1) → n → ℂ) (f : ℝ) :
    orbitalEnergy h w φ f
      = (1 - f) * orbitalEnergy h w φ 0 + f * orbitalEnergy h w φ 1 := by
  have key : ∀ (P : Matrix n n ℂ) (v : n → ℂ) (c : ℂ), energy h w (P + c • proj v)
      = energy h w P + c * (trace (h * proj v) + (1 / 2) *
        (trace (w * ((1 - swapOp) * (P ⊗ₖ proj v)))
          + trace (w * ((1 - swapOp) * (proj v ⊗ₖ P))))) := by
    intro P v c
    -- the term quadratic in the occupation is the self-interaction
    simp only [energy, Matrix.add_kronecker, Matrix.kronecker_add, Matrix.smul_kronecker,
      Matrix.kronecker_smul, Matrix.mul_add, Matrix.mul_smul, trace_add, trace_smul,
      smul_eq_mul, no_self_interaction, Matrix.mul_zero, trace_zero]
    ring
  simp only [orbitalEnergy, density, key, Complex.add_re, Complex.re_ofReal_mul]
  ring
```

## (e) The minimum is attained

Suppose N + 1 ≤ d. Show that some orthonormal φ satisfies

M(f) = E(φ, f) ≤ E(ψ, f) for every orthonormal ψ.

**Solution.** The conditions ⟨φ_i|φ_j⟩ = δ_ij are equations between continuous functions, so they define a closed set. Since

Σ_a |φ_i(a)|² = 1,

every component has modulus at most 1, and the set is bounded. It is not empty, because N + 1 different basis vectors belong to it. The energy is a polynomial in the components and their conjugates, hence continuous, and a continuous function on a nonempty compact set attains its minimum.

The proof follows this order with `hclosed`, `hbdd`, `hne` and `hE`. `IsLeast` says that the infimum is a value of the energy and a lower bound for all of them.

```lean
/-- If there is room for `N + 1` orbitals, the minimum of the energy is attained. -/
theorem minEnergy_isLeast (hN : N + 1 ≤ Fintype.card n) (h : Matrix n n ℂ)
    (w : Matrix (n × n) (n × n) ℂ) (f : ℝ) :
    IsLeast ((fun φ => orbitalEnergy h w φ f) '' Orbitals n N) (minEnergy N h w f) := by
  -- orthonormal families form a closed and bounded set
  have hclosed : IsClosed (Orbitals n N) := by
    simp only [Orbitals, Set.ofPred_forall]
    refine isClosed_iInter fun i => isClosed_iInter fun j => isClosed_eq ?_ continuous_const
    simp only [dotProduct, Pi.star_apply]
    fun_prop
  have hbdd : Bornology.IsBounded (Orbitals n N) := by
    refine (Metric.isBounded_closedBall (x := (0 : Fin (N + 1) → n → ℂ))
      (r := 1)).subset fun φ hφ => ?_
    rw [mem_closedBall_zero_iff, pi_norm_le_iff_of_nonneg zero_le_one]
    intro i
    rw [pi_norm_le_iff_of_nonneg zero_le_one]
    intro a
    have hi : star (φ i) ⬝ᵥ φ i = 1 := by rw [hφ i i, if_pos rfl]
    have hc : ((∑ b, ‖φ i b‖ ^ 2 : ℝ) : ℂ) = 1 := by
      rw [← hi]
      push_cast
      exact Finset.sum_congr rfl fun b _ => (Complex.conj_mul' _).symm
    have hs : ∑ b, ‖φ i b‖ ^ 2 = 1 := by exact_mod_cast hc
    have ha := Finset.single_le_sum (f := fun b => ‖φ i b‖ ^ 2)
      (fun b _ => sq_nonneg _) (Finset.mem_univ a)
    simp only [hs] at ha
    nlinarith [norm_nonneg (φ i a)]
  -- basis vectors supply one such family
  have hne : (Orbitals n N).Nonempty := by
    obtain ⟨e⟩ : Nonempty (Fin (N + 1) ↪ n) :=
      Function.Embedding.nonempty_of_card_le (by simpa using hN)
    refine ⟨fun i => Pi.single (e i) 1, fun i j => ?_⟩
    rcases eq_or_ne i j with rfl | hij
    · simp
    · simp [e.injective.eq_iff, hij, hij.symm]
  have hG : Continuous fun φ : Fin (N + 1) → n → ℂ => density φ f := by
    refine continuous_matrix fun i j => ?_
    simp only [density, proj, Matrix.add_apply, Matrix.smul_apply, Matrix.sum_apply,
      vecMulVec_apply, Pi.star_apply, smul_eq_mul]
    fun_prop
  have hK : Continuous fun φ : Fin (N + 1) → n → ℂ => density φ f ⊗ₖ density φ f :=
    continuous_matrix fun p q => (hG.matrix_elem p.1 q.1).mul (hG.matrix_elem p.2 q.2)
  have hE : Continuous fun φ : Fin (N + 1) → n → ℂ => orbitalEnergy h w φ f :=
    Complex.continuous_re.comp ((continuous_const.matrix_mul hG).matrix_trace.add
      (continuous_const.mul
        (continuous_const.matrix_mul (continuous_const.matrix_mul hK)).matrix_trace))
  exact ((Metric.isCompact_of_isClosed_isBounded hclosed hbdd).image hE).isLeast_sInf
    (hne.image _)
```

## (f) Concavity

Suppose N + 1 ≤ d. For x, y in [0,1] and a, b ≥ 0 with a + b = 1, show that

M(ax + by) ≥ a M(x) + b M(y).

**Solution.** Let φ be a minimiser at ax + by, which exists by (e). By (d) its energy is affine in the occupation, and a + b = 1, so

M(ax + by) = E(φ, ax + by) = a E(φ, x) + b E(φ, y).

The same φ is a trial family at x and at y, so E(φ, x) ≥ M(x) and E(φ, y) ≥ M(y). Multiply by a and b and add. These two bounds are `hx` and `hy` in the code, and `hl` is the displayed affine identity.

```lean
/-- If there is room for `N + 1` orbitals, the minimal Hartree-Fock energy at fixed `N` is a concave
function of the last orbital's occupation on `[0,1]`. -/
theorem minEnergy_concave (hN : N + 1 ≤ Fintype.card n) (h : Matrix n n ℂ)
    (w : Matrix (n × n) (n × n) ℂ) :
    ConcaveOn ℝ (Set.Icc 0 1) (minEnergy N h w) := by
  refine ⟨convex_Icc 0 1, fun x _ y _ a b ha hb hab => ?_⟩
  simp only [smul_eq_mul]
  -- the minimiser at the intermediate point is a trial state at both outer points
  obtain ⟨φ, hφ, he⟩ := (minEnergy_isLeast hN h w (a * x + b * y)).1
  have hx : minEnergy N h w x ≤ orbitalEnergy h w φ x :=
    (minEnergy_isLeast hN h w x).2 (Set.mem_image_of_mem _ hφ)
  have hy : minEnergy N h w y ≤ orbitalEnergy h w φ y :=
    (minEnergy_isLeast hN h w y).2 (Set.mem_image_of_mem _ hφ)
  have hl : orbitalEnergy h w φ (a * x + b * y)
      = a * orbitalEnergy h w φ x + b * orbitalEnergy h w φ y := by
    rw [orbitalEnergy_affine h w φ (a * x + b * y), orbitalEnergy_affine h w φ x,
      orbitalEnergy_affine h w φ y]
    linear_combination (-orbitalEnergy h w φ 0) * hab
  rw [← he]
  simp only [hl]
  exact add_le_add (mul_le_mul_of_nonneg_left hx ha) (mul_le_mul_of_nonneg_left hy hb)
```

## (g) When the energy lies on the chord

Suppose N + 1 ≤ d and 0 < f < 1. Show that

M(f) = (1 − f) M(0) + f M(1)

holds exactly when some orthonormal φ satisfies E(φ, 0) = M(0) and E(φ, 1) = M(1).

**Solution.** Assume the equation and let φ be a minimiser at f. By (d),

(1 − f)[E(φ, 0) − M(0)] + f[E(φ, 1) − M(1)] = 0.

Both brackets are nonnegative and both weights are positive, so both brackets vanish.

Conversely, let φ be optimal at both ends. As a trial family at f it gives

M(f) ≤ E(φ, f) = (1 − f) M(0) + f M(1),

and (f) gives the opposite inequality. The two branches after `constructor` are these two directions; `linarith` does the step with the brackets.

```lean
/-- At an interior occupation the minimal energy lies on the chord between `N` and `N + 1`
electrons exactly when one set of orbitals is optimal at both ends. -/
theorem minEnergy_on_chord_iff (hN : N + 1 ≤ Fintype.card n) (h : Matrix n n ℂ)
    (w : Matrix (n × n) (n × n) ℂ) {f : ℝ} (hf0 : 0 < f) (hf1 : f < 1) :
    minEnergy N h w f = (1 - f) * minEnergy N h w 0 + f * minEnergy N h w 1 ↔
      ∃ φ ∈ Orbitals n N, orbitalEnergy h w φ 0 = minEnergy N h w 0 ∧
        orbitalEnergy h w φ 1 = minEnergy N h w 1 := by
  have hle : ∀ φ ∈ Orbitals n N, ∀ x, minEnergy N h w x ≤ orbitalEnergy h w φ x :=
    fun φ hφ x => (minEnergy_isLeast hN h w x).2 (Set.mem_image_of_mem _ hφ)
  have hf1' : 0 < 1 - f := sub_pos.2 hf1
  constructor
  · intro hc
    obtain ⟨φ, hφ, he⟩ := (minEnergy_isLeast hN h w f).1
    have he' : orbitalEnergy h w φ f = minEnergy N h w f := he
    rw [orbitalEnergy_affine, hc] at he'
    have h0 := hle φ hφ 0
    have h1 := hle φ hφ 1
    have m0 := mul_le_mul_of_nonneg_left h0 hf1'.le
    have m1 := mul_le_mul_of_nonneg_left h1 hf0.le
    -- two nonnegative excesses with positive weights add up to zero
    exact ⟨φ, hφ, le_antisymm (le_of_mul_le_mul_left (by linarith) hf1') h0,
      le_antisymm (le_of_mul_le_mul_left (by linarith) hf0) h1⟩
  · rintro ⟨φ, hφ, h0, h1⟩
    have hu := hle φ hφ f
    rw [orbitalEnergy_affine, h0, h1] at hu
    have hl := (minEnergy_concave hN h w).2 (Set.left_mem_Icc.2 zero_le_one)
      (Set.right_mem_Icc.2 zero_le_one) hf1'.le hf0.le (by ring)
    simp only [smul_eq_mul, mul_zero, mul_one, zero_add] at hl
    exact le_antisymm hu hl

end

end FractionalHartreeFock
```

```lean
#print axioms FractionalHartreeFock.energy_im
#print axioms FractionalHartreeFock.minEnergy_concave
#print axioms FractionalHartreeFock.minEnergy_on_chord_iff
```

```
'FractionalHartreeFock.energy_im' depends on axioms: [propext, Classical.choice, Quot.sound]
'FractionalHartreeFock.minEnergy_concave' depends on axioms: [propext, Classical.choice, Quot.sound]
'FractionalHartreeFock.minEnergy_on_chord_iff' depends on axioms: [propext, Classical.choice, Quot.sound]
```

## Several fractional occupations, and SCF curves

The model could also have admitted every Hermitian G with eigenvalues between 0 and 1 and trace N + f. Several orbitals may then be fractional, so the minimum is at most M(f). For a repulsive interaction (w positive semidefinite) it equals M(f): the energy is concave as occupation is moved between two fractional orbitals, so one direction of transfer does not raise it, and this can be repeated until at most one orbital is fractional. For other w the argument in (f) does not carry over as it stands, because (d) relies on a single orbital changing its occupation.

To examine the concavity in a self-consistent-field (SCF) code that accepts fractional occupations, one can select the Hartree–Fock method, build the density matrix with occupations 1, …, 1, f, optimise the orbitals again at each f, and compare the energies with the chord. With frozen orbitals the plot is the straight line of (d); any curvature comes from orbital relaxation. The concavity concerns the global minimum over general spin orbitals in one fixed basis. If such a calculation gives a point below the chord between two others by more than the numerical error, at least one of those two outer points has not reached its global minimum.
